# Spillage between translation-invariant projectors on a finite ring is a sum of nonnegative k-point terms

## Projecting Bloch states one k-point at a time

When Bloch states are projected orthogonally onto the span of localised orbitals that repeat in every cell, the weight lost in the projection can be computed separately at each k-point and then added up. For one-particle states in an orthonormal basis on a finite ring, this sum is exactly the real-space spillage. Since no term is negative, the loss at one k-point is never cancelled by the contribution of another.

Take $N\ge1$ cells $R\in\mathbb Z_N$ with a finite set of orbitals $a$ in each. Let $D$ project onto the states to be represented and $P$ onto the space offered for them. The spillage is $\operatorname{tr}[D(1-P)]$.

## Blocks and the statement

An operator $A$ is translation invariant if $A_{(R+T,a),(S+T,b)}=A_{(R,a),(S,b)}$. With the phase $\varphi_k(R)=e^{-2\pi i kR/N}$, its block at $k\in\mathbb Z_N$ is

$$A(k)_{ab}=\sum_R\varphi_k(R)\,A_{(R,a),(0,b)}.$$

For translation-invariant Hermitian projectors $D$ and $P$, all $D(k)$ and $P(k)$ are Hermitian projectors, and

$$\operatorname{tr}[D(1-P)]=\sum_k\operatorname{tr}[D(k)(1-P(k))],\qquad \operatorname{tr}[D(k)(1-P(k))]\ge0.$$

The total vanishes exactly when $P(k)D(k)=D(k)$ for every $k$.

In Lean, `LatticeOp N ι` is a complex matrix indexed by (cell, orbital), `block A k` is $A(k)$, and `IsHermitianProjector` means $A^\dagger=A$ and $A^2=A$. The function `spillage` returns a complex number, so `0 ≤ spillage ...` says that it is real as well as nonnegative. The sum over $k$ carries no weights; dividing by $N$ gives the spillage per cell.

The model has one lattice direction and as many k-points as cells. Overlapping basis orbitals would need an overlap matrix, and fractional occupations would violate $D^2=D$; neither is covered.

## Derivation

**Products.** Let $A$ be translation invariant. Substituting $R=R'+S$ gives

$$\begin{aligned}(AB)(k)_{ab}&=\sum_{R,S,c}\varphi_k(R)A_{(R,a),(S,c)}B_{(S,c),(0,b)}\\&=\sum_c\sum_{R'}\varphi_k(R')A_{(R',a),(0,c)}\sum_S\varphi_k(S)B_{(S,c),(0,b)}=[A(k)B(k)]_{ab}.\end{aligned}$$

**Adjoints.** Translation invariance, followed by $R\to-R$, gives

$$(A^\dagger)(k)_{ab}=\sum_R\varphi_k(R)\overline{A_{(-R,b),(0,a)}}=\sum_R\overline{\varphi_k(R)A_{(R,b),(0,a)}}=\overline{A(k)_{ba}}.$$

Hence $A^2=A=A^\dagger$ passes to each block.

**Traces.** Since $\sum_k\varphi_k(R)=N\delta_{R,0}$,

$$\sum_k\operatorname{tr}A(k)=N\sum_aA_{(0,a),(0,a)}=\operatorname{tr}A.$$

**Positivity.** For any Hermitian projectors $D,P$ put $Q=1-P$, so that $Q^2=Q=Q^\dagger$. Then

$$\operatorname{tr}(DQ)=\operatorname{tr}(D^2Q)=\operatorname{tr}(DQD)=\operatorname{tr}[(QD)^\dagger QD]=\sum_{ij}|(QD)_{ji}|^2\ge0.$$

**The sum.** $DP$ is translation invariant, because the intermediate cell can be shifted too. Therefore

$$\operatorname{tr}D-\operatorname{tr}(DP)=\sum_k\{\operatorname{tr}D(k)-\operatorname{tr}[D(k)P(k)]\}.$$

A sum of nonnegative terms is zero only if each term is zero. By the norm formula this means $(1-P(k))D(k)=0$ at every $k$.

## Four cells with shifted bonds

Let $D$ project onto the bonds $(|R,0\rangle+|R,1\rangle)/\sqrt2$ and $P$ onto $(|R,0\rangle+|R+1,1\rangle)/\sqrt2$. Then

$$D(k)=\tfrac12\begin{pmatrix}1&1\\1&1\end{pmatrix},\qquad P(k)=\tfrac12\begin{pmatrix}1&\overline{\varphi_k(1)}\\\varphi_k(1)&1\end{pmatrix},$$

and the spillage at $k$ is $1-\tfrac12[1+\cos(2\pi k/N)]=\tfrac12[1-\cos(2\pi k/N)]$. For $N=4$ the terms are $0,\tfrac12,1,\tfrac12$, with sum $2$. In real space, each of the four $D$ bonds overlaps two $P$ bonds with amplitude $\tfrac12$, so it loses $1-2\cdot\tfrac14=\tfrac12$. The total is again $2$.

## The Lean file

```lean
import Mathlib

open Matrix
open scoped ComplexOrder

namespace KPointSpillage

noncomputable section

variable {N : ℕ} [NeZero N] {ι : Type*} [Fintype ι]

/-- Operators on a ring of `N` cells with orbitals `ι` in each cell. -/
abbrev LatticeOp (N : ℕ) (ι : Type*) := Matrix (ZMod N × ι) (ZMod N × ι) ℂ

/-- Matrix elements are unchanged when both cells are shifted by the same lattice vector. -/
def IsTranslationInvariant (A : LatticeOp N ι) : Prop :=
  ∀ (R S T : ZMod N) (a b : ι), A (R + T, a) (S + T, b) = A (R, a) (S, b)

/-- The Bloch phase `exp(-2πi k R / N)`. -/
def phase (k R : ZMod N) : ℂ := ZMod.stdAddChar (-(k * R))

/-- The Fourier block `A(k)`, summed over the matrix elements between cell `R` and cell `0`. -/
def block (A : LatticeOp N ι) (k : ZMod N) : Matrix ι ι ℂ :=
  fun a b => ∑ R : ZMod N, phase k R * A (R, a) (0, b)

/-- A Hermitian projector: self-adjoint and idempotent. -/
def IsHermitianProjector {n : Type*} [Fintype n] (A : Matrix n n ℂ) : Prop :=
  Aᴴ = A ∧ A * A = A

/-- The spillage `tr(D(1-P))` of the states `D` out of the space `P`. -/
def spillage {n : Type*} [Fintype n] [DecidableEq n] (D P : Matrix n n ℂ) : ℂ :=
  (D * (1 - P)).trace

/-- Reversing the lattice vector conjugates the Bloch phase. -/
theorem phase_neg (k R : ZMod N) : phase k (-R) = star (phase k R) := by
  have h := AddChar.map_neg_eq_conj (ZMod.stdAddChar : AddChar (ZMod N) ℂ) (-(k * R))
  unfold phase
  rw [mul_neg]
  exact h

/-- The product of translation-invariant operators is translation invariant. -/
theorem IsTranslationInvariant.mul {A B : LatticeOp N ι}
    (hA : IsTranslationInvariant A) (hB : IsTranslationInvariant B) :
    IsTranslationInvariant (A * B) := by
  intro R S T a b
  simp only [Matrix.mul_apply, Fintype.sum_prod_type]
  rw [← Equiv.sum_comp (Equiv.addRight T)]
  refine Finset.sum_congr rfl fun Q _ => Finset.sum_congr rfl fun c _ => ?_
  simp only [Equiv.coe_addRight]
  rw [hA, hB]

/-- The Fourier block of a product is the product of the blocks at the same `k`,
when the left factor is translation invariant. -/
theorem block_mul {A : LatticeOp N ι} (hA : IsTranslationInvariant A)
    (B : LatticeOp N ι) (k : ZMod N) : block (A * B) k = block A k * block B k := by
  have phase_add : ∀ R S : ZMod N, phase k (R + S) = phase k R * phase k S := by
    intro R S
    unfold phase
    rw [← AddChar.map_add_eq_mul]
    congr 1
    ring
  ext a b
  calc block (A * B) k a b
      = ∑ S : ZMod N, ∑ c : ι, ∑ R : ZMod N,
          phase k R * (A (R, a) (S, c) * B (S, c) (0, b)) := by
        simp only [block, Matrix.mul_apply, Fintype.sum_prod_type, Finset.mul_sum]
        exact Finset.sum_comm.trans (Finset.sum_congr rfl fun S _ => Finset.sum_comm)
    _ = ∑ S : ZMod N, ∑ c : ι, block A k a c * (phase k S * B (S, c) (0, b)) := by
        refine Finset.sum_congr rfl fun S _ => Finset.sum_congr rfl fun c _ => ?_
        simp only [block, Finset.sum_mul]
        -- measure the cell R from the intermediate cell S
        rw [← Equiv.sum_comp (Equiv.addRight S)]
        refine Finset.sum_congr rfl fun R _ => ?_
        have h := hA R 0 S a c
        rw [zero_add] at h
        simp only [Equiv.coe_addRight, h, phase_add]
        ring
    _ = (block A k * block B k) a b := by
        rw [Finset.sum_comm, Matrix.mul_apply]
        refine Finset.sum_congr rfl fun c _ => ?_
        rw [← Finset.mul_sum]
        rfl

omit [Fintype ι] in
/-- For a translation-invariant operator, the Fourier block of the adjoint is the adjoint of the
block. -/
theorem block_conjTranspose {A : LatticeOp N ι} (hA : IsTranslationInvariant A)
    (k : ZMod N) : block Aᴴ k = (block A k)ᴴ := by
  ext a b
  simp only [block, Matrix.conjTranspose_apply, star_sum, star_mul']
  rw [← Equiv.sum_comp (Equiv.neg (ZMod N))]
  refine Finset.sum_congr rfl fun R _ => ?_
  have h := hA 0 (-R) R b a
  rw [zero_add, neg_add_cancel] at h
  simp only [Equiv.neg_apply]
  rw [← h, phase_neg]

/-- The trace of a translation-invariant operator is the sum of the traces of its blocks. -/
theorem trace_eq_sum_block {A : LatticeOp N ι} (hA : IsTranslationInvariant A) :
    A.trace = ∑ k : ZMod N, (block A k).trace := by
  -- orthogonality of the Bloch phases
  have phase_sum : ∀ R : ZMod N, ∑ k : ZMod N, phase k R = if R = 0 then (N : ℂ) else 0 := by
    intro R
    simp only [phase, ← mul_neg]
    rw [AddChar.sum_mulShift _ (ZMod.isPrimitive_stdAddChar N)]
    simp [ZMod.card]
  have hT : A.trace = ∑ _R : ZMod N, ∑ a : ι, A (0, a) (0, a) := by
    simp only [Matrix.trace, Matrix.diag_apply, Fintype.sum_prod_type]
    refine Finset.sum_congr rfl fun R _ => Finset.sum_congr rfl fun a _ => ?_
    have h := hA 0 0 R a a
    rwa [zero_add] at h
  have hK : ∑ k : ZMod N, (block A k).trace
      = ∑ a : ι, ∑ R : ZMod N, (∑ k : ZMod N, phase k R) * A (R, a) (0, a) := by
    simp only [Matrix.trace, Matrix.diag_apply, block, Finset.sum_mul]
    exact Finset.sum_comm.trans (Finset.sum_congr rfl fun a _ => Finset.sum_comm)
  rw [hT, hK]
  simp [phase_sum, Finset.mul_sum, ZMod.card]

/-- The spillage of two Hermitian projectors is the squared Frobenius norm of `(1-P)D`. -/
theorem spillage_eq_norm_sq {n : Type*} [Fintype n] [DecidableEq n] {D P : Matrix n n ℂ}
    (hD : IsHermitianProjector D) (hP : IsHermitianProjector P) :
    spillage D P = ((∑ i, ∑ j, ‖((1 - P) * D) j i‖ ^ 2 : ℝ) : ℂ) := by
  have hQ : (1 - P) * (1 - P) = 1 - P := by
    rw [mul_sub, mul_one, sub_mul, one_mul, hP.2, sub_self, sub_zero]
  have h : spillage D P = (((1 - P) * D)ᴴ * ((1 - P) * D)).trace := by
    rw [Matrix.conjTranspose_mul, Matrix.conjTranspose_sub, Matrix.conjTranspose_one,
      hP.1, hD.1, Matrix.mul_assoc, ← Matrix.mul_assoc (1 - P) (1 - P) D, hQ]
    -- cycle the trace and use that D is idempotent
    unfold spillage
    rw [← Matrix.mul_assoc, Matrix.trace_mul_comm (D * (1 - P)) D, ← Matrix.mul_assoc, hD.2]
  rw [h]
  generalize (1 - P) * D = X
  simp only [Matrix.trace, Matrix.diag_apply, Matrix.mul_apply, Matrix.conjTranspose_apply,
    Complex.ofReal_sum, Complex.ofReal_pow]
  exact Finset.sum_congr rfl fun i _ => Finset.sum_congr rfl fun j _ => Complex.conj_mul' _

/-- For translation-invariant Hermitian projectors the blocks at each `k` are Hermitian
projectors with nonnegative spillage, and the total spillage is the sum over `k`. -/
theorem spillage_kpoint_resolution [DecidableEq ι] {D P : LatticeOp N ι}
    (tD : IsTranslationInvariant D) (tP : IsTranslationInvariant P)
    (hD : IsHermitianProjector D) (hP : IsHermitianProjector P) :
    (∀ k, IsHermitianProjector (block D k) ∧ IsHermitianProjector (block P k) ∧
      0 ≤ spillage (block D k) (block P k)) ∧
    spillage D P = ∑ k, spillage (block D k) (block P k) := by
  have proj : ∀ {A : LatticeOp N ι}, IsTranslationInvariant A → IsHermitianProjector A →
      ∀ k, IsHermitianProjector (block A k) := fun tA hA k =>
    ⟨by rw [← block_conjTranspose tA, hA.1], by rw [← block_mul tA, hA.2]⟩
  refine ⟨fun k => ⟨proj tD hD k, proj tP hP k, ?_⟩, ?_⟩
  · rw [spillage_eq_norm_sq (proj tD hD k) (proj tP hP k)]
    exact Complex.zero_le_real.mpr
      (Finset.sum_nonneg fun i _ => Finset.sum_nonneg fun j _ => sq_nonneg _)
  · -- split tr(D(1-P)) = tr D - tr(DP) and resolve each trace
    simp only [spillage, mul_sub, mul_one, Matrix.trace_sub, Finset.sum_sub_distrib]
    rw [trace_eq_sum_block tD, trace_eq_sum_block (tD.mul tP)]
    simp only [block_mul tD]

/-- For translation-invariant Hermitian projectors, the total spillage vanishes exactly when
`P(k)D(k) = D(k)` at every `k`. -/
theorem spillage_eq_zero_iff [DecidableEq ι] {D P : LatticeOp N ι}
    (tD : IsTranslationInvariant D) (tP : IsTranslationInvariant P)
    (hD : IsHermitianProjector D) (hP : IsHermitianProjector P) :
    spillage D P = 0 ↔ ∀ k, block P k * block D k = block D k := by
  obtain ⟨hk, hsum⟩ := spillage_kpoint_resolution tD tP hD hP
  rw [hsum, Finset.sum_eq_zero_iff_of_nonneg (fun k _ => (hk k).2.2)]
  constructor
  · intro h k
    have h0 := h k (Finset.mem_univ k)
    rw [spillage_eq_norm_sq (hk k).1 (hk k).2.1, Complex.ofReal_eq_zero] at h0
    have hz : (1 - block P k) * block D k = 0 := by
      ext j i
      have h1 := (Finset.sum_eq_zero_iff_of_nonneg (fun i _ =>
        Finset.sum_nonneg fun j _ => sq_nonneg _)).1 h0 i (Finset.mem_univ i)
      have h2 := (Finset.sum_eq_zero_iff_of_nonneg (fun j _ =>
        sq_nonneg _)).1 h1 j (Finset.mem_univ j)
      exact norm_eq_zero.1 ((pow_eq_zero_iff two_ne_zero).1 h2)
    rw [sub_mul, one_mul, sub_eq_zero] at hz
    exact hz.symm
  · intro h k _
    have hz : (1 - block P k) * block D k = 0 := by rw [sub_mul, one_mul, h k, sub_self]
    rw [spillage_eq_norm_sq (hk k).1 (hk k).2.1, hz]
    simp

/-- The projector on the bond orbitals `(|R,0⟩ + |R+s,1⟩)/√2` of a chain with two orbitals
per cell. -/
def bondProjector (s : ZMod N) : LatticeOp N (Fin 2) := fun x y =>
  if x.1 - ![0, s] x.2 = y.1 - ![0, s] y.2 then 1 / 2 else 0

/-- The bond projector is a translation-invariant Hermitian projector. -/
theorem bondProjector_spec (s : ZMod N) :
    IsTranslationInvariant (bondProjector s) ∧ IsHermitianProjector (bondProjector s) := by
  refine ⟨?_, ?_, ?_⟩
  · intro R S T a b
    have e : ∀ u v : ZMod N, (R + T - u = S + T - v) ↔ (R - u = S - v) := by
      intro u v
      constructor <;> intro h <;> linear_combination h
    simp only [bondProjector]
    exact if_congr (e _ _) rfl rfl
  · ext x y
    simp only [Matrix.conjTranspose_apply, bondProjector]
    by_cases h : x.1 - ![0, s] x.2 = y.1 - ![0, s] y.2
    · rw [if_pos h, if_pos h.symm]
      simp
    · rw [if_neg h, if_neg (Ne.symm h)]
      simp
  · -- each of the two orbitals of a bond contributes 1/4
    have key : ∀ p q u : ZMod N, ∑ S : ZMod N, (if p = S - u then (1 / 2 : ℂ) else 0) *
        (if S - u = q then (1 / 2 : ℂ) else 0) = if p = q then 1 / 4 else 0 := by
      intro p q u
      rw [← Equiv.sum_comp (Equiv.addRight u)]
      simp only [Equiv.coe_addRight, add_sub_cancel_right, ite_mul, zero_mul,
        Finset.sum_ite_eq, Finset.mem_univ, if_true]
      split_ifs <;> norm_num
    ext x z
    simp only [Matrix.mul_apply, Fintype.sum_prod_type_right, Fin.sum_univ_two, bondProjector]
    rw [key, key]
    split_ifs <;> norm_num

/-- Bonds inside the cells (`D`) and bonds from each cell `R` to cell `R+1` (`P`) meet all the
hypotheses, and their spillage at `k` is `(1 - cos(2πk/N))/2`, the cosine being the real part of the
Bloch phase. -/
theorem spillage_kpoint_resolution_witness :
    (IsTranslationInvariant (bondProjector (0 : ZMod N)) ∧
      IsHermitianProjector (bondProjector (0 : ZMod N))) ∧
    (IsTranslationInvariant (bondProjector (1 : ZMod N)) ∧
      IsHermitianProjector (bondProjector (1 : ZMod N))) ∧
    ∀ k : ZMod N, spillage (block (bondProjector 0) k) (block (bondProjector 1) k)
      = (((1 - (phase k 1).re) / 2 : ℝ) : ℂ) := by
  refine ⟨bondProjector_spec 0, bondProjector_spec 1, fun k => ?_⟩
  have hb : ∀ (s : ZMod N) (a b : Fin 2),
      block (bondProjector s) k a b = phase k (![0, s] a - ![0, s] b) / 2 := by
    intro s a b
    have e : ∀ R u v : ZMod N, (R - u = 0 - v) ↔ (R = u - v) := by
      intro R u v
      constructor <;> intro h <;> linear_combination h
    simp only [block, bondProjector, e, mul_ite, mul_zero, Finset.sum_ite_eq',
      Finset.mem_univ, if_true]
    ring
  have v0 : ∀ s : ZMod N, (![0, s] : Fin 2 → ZMod N) 0 = 0 := fun _ => rfl
  have v1 : ∀ s : ZMod N, (![0, s] : Fin 2 → ZMod N) 1 = s := fun _ => rfl
  have h0 : phase k 0 = 1 := by simp [phase]
  have h1 : phase k (-1) = starRingEnd ℂ (phase k 1) := phase_neg k 1
  have h2 := Complex.re_eq_add_conj (phase k 1)
  push_cast
  rw [h2]
  simp only [spillage, mul_sub, mul_one, Matrix.trace_sub, Matrix.trace_fin_two,
    Matrix.mul_apply, Fin.sum_univ_two, hb, v0, v1, sub_self, sub_zero, zero_sub, neg_zero,
    h0, h1]
  ring

end

end KPointSpillage
```

```lean
#print axioms KPointSpillage.spillage_kpoint_resolution
#print axioms KPointSpillage.spillage_eq_zero_iff
```

```
'KPointSpillage.spillage_kpoint_resolution' depends on axioms: [propext, Classical.choice, Quot.sound]
'KPointSpillage.spillage_eq_zero_iff' depends on axioms: [propext, Classical.choice, Quot.sound]
```

## How the proof follows the derivation

`block_mul` and `block_conjTranspose` are the product and adjoint steps. Their changes of summation cell are the rewrites with `Equiv.sum_comp`, using `Equiv.addRight S` for the shift and `Equiv.neg` for the reversal. `trace_eq_sum_block` takes the orthogonality of the phases from `AddChar.sum_mulShift`.

`spillage_eq_norm_sq` holds for projectors of any finite size, so it applies directly to the blocks. `spillage_kpoint_resolution` combines it with the trace formula for $D$ and $DP$; `IsTranslationInvariant.mul` supplies the invariance of $DP$. In `spillage_eq_zero_iff`, `Finset.sum_eq_zero_iff_of_nonneg` is used first over $k$ and then over the matrix entries.

`bondProjector_spec` checks the hypotheses for the bond example. For idempotence, each of the two orbitals in a bond contributes $\tfrac14$, which restores the entry $\tfrac12$. `spillage_kpoint_resolution_witness` then computes the spillage at each $k$ for every $N\ge1$, with the cosine written as `(phase k 1).re`.
